# A Fourier-truncated point core in one dimension: negative density that deepens with the cutoff

A point-like core has no density function, so it is represented here by a measure $\mu$, which assigns charge to regions of the line. Charge here means the number of electrons, so a physical density is never negative. The periodic cell has length $2\pi$, and densities are counted in charges per cell, so that a unit charge has mean density one. With this convention the Fourier coefficient at the integer frequency $k$ carries no prefactor:

$$c_k=\int e^{-iky}\,d\mu(y).$$

In pseudopotential calculations with a nonlinear core correction, a partial core density is added to the valence density before exchange-correlation is evaluated. The problems below show how a frequency cutoff can make that sum negative, for a one-dimensional point core in place of a smooth three-dimensional one. The Fourier coefficients of a smooth core decay, and its truncated density need not behave in this way.

```lean
import Mathlib

open MeasureTheory
open scoped Real

namespace TruncatedPartialCore

noncomputable section
```

`coreCoeff μ k` is $c_k$. The definition accepts any measure on the real line, but the theorems use only `Measure.dirac 0`, the unit charge at the origin, which stands for the charge in one cell.

```lean
/-- The Fourier coefficient at frequency `k` of a finite core charge distribution `μ` in a
periodic cell of length `2π`, in units where the total charge equals the mean density. -/
def coreCoeff (μ : Measure ℝ) (k : ℤ) : ℂ :=
  ∫ y : ℝ, Complex.exp (-((k : ℂ) * (y : ℂ) * Complex.I)) ∂μ
```

For a cutoff $M$, a natural number, `truncatedCore μ M x` is $\sum_{k=-M}^{M}c_k e^{ikx}$, a complex number by type.

```lean
/-- The core density rebuilt from the plane waves with frequencies `|k| ≤ M` only. -/
def truncatedCore (μ : Measure ℝ) (M : ℕ) (x : ℝ) : ℂ :=
  ∑ k ∈ Finset.Icc (-(M : ℤ)) (M : ℤ),
    coreCoeff μ k * Complex.exp ((k : ℂ) * (x : ℂ) * Complex.I)
```

Separately, `pointCore M x` is the real cosine sum

$$D_M(x)=1+2\sum_{k=0}^{M-1}\cos((k+1)x).$$

```lean
/-- The cosine sum `1 + 2 (cos x + cos 2x + ... + cos Mx)`. -/
def pointCore (M : ℕ) (x : ℝ) : ℝ :=
  1 + 2 * ∑ k ∈ Finset.range M, Real.cos (((k : ℝ) + 1) * x)
```

The position to be examined is $x_M=3\pi/(2M+1)$, written `dip M`. It moves towards the origin as $M$ grows.

```lean
/-- The position `3π/(2M+1)` at which the truncated core is examined. -/
def dip (M : ℕ) : ℝ := 3 * π / (2 * (M : ℝ) + 1)
```

## (a) One more cosine wave

**Task.** Show how the cosine sum changes when the cutoff rises by one:

$$D_{M+1}(x)=D_M(x)+2\cos((M+1)x).$$

**Solution.** The sum in $D_{M+1}$ runs over $k=0,\dots,M$. Its last term, $k=M$, is $\cos((M+1)x)$, and the others make up the sum in $D_M$. In Lean, `Finset.sum_range_succ` splits off that term.

```lean
/-- Raising the cutoff by one adds one cosine wave to the density. -/
theorem pointCore_succ (M : ℕ) (x : ℝ) :
    pointCore (M + 1) x = pointCore M x + 2 * Real.cos (((M : ℝ) + 1) * x) := by
  unfold pointCore
  rw [Finset.sum_range_succ]
  ring
```

## (b) From plane waves to cosines

**Task.** Show that truncating the unit point charge gives the cosine sum:

$$\sum_{k=-M}^{M}c_k e^{ikx}=D_M(x)\qquad\text{for }\mu=\delta_0.$$

**Solution.** Integrating against $\delta_0$ evaluates the plane wave at $y=0$, so every $c_k=1$. For $M=0$ both sides are 1. Going from $M$ to $M+1$ adds the frequencies $\pm(M+1)$, which contribute

$$e^{i(M+1)x}+e^{-i(M+1)x}=2\cos((M+1)x).$$

By (a), the right side grows by the same amount.

In the proof, `hc` computes the coefficients, `e` splits the two new frequencies off the range, `h1` and `h2` confirm that they were not there before, and `hpair` joins their waves. The equation holds between complex numbers, so it also shows that the truncated density is real.

```lean
/-- Truncating a unit point charge at the origin to frequencies `|k| ≤ M` gives the
cosine sum `pointCore M`. -/
theorem truncatedCore_dirac (M : ℕ) (x : ℝ) :
    truncatedCore (Measure.dirac 0) M x = (pointCore M x : ℂ) := by
  -- all Fourier coefficients of a point charge are one
  have hc : ∀ k : ℤ, coreCoeff (Measure.dirac 0) k = 1 := by
    intro k
    simp [coreCoeff]
  simp only [truncatedCore, hc, one_mul]
  induction M with
  | zero => simp [pointCore]
  | succ M ih =>
    have e : Finset.Icc (-((M + 1 : ℕ) : ℤ)) ((M + 1 : ℕ) : ℤ) =
        insert ((M + 1 : ℕ) : ℤ) (insert (-((M + 1 : ℕ) : ℤ))
          (Finset.Icc (-(M : ℤ)) (M : ℤ))) := by
      ext k
      simp only [Finset.mem_insert, Finset.mem_Icc]
      omega
    have h1 : ((M + 1 : ℕ) : ℤ) ∉ insert (-((M + 1 : ℕ) : ℤ))
        (Finset.Icc (-(M : ℤ)) (M : ℤ)) := by
      simp only [Finset.mem_insert, Finset.mem_Icc]
      omega
    have h2 : (-((M + 1 : ℕ) : ℤ)) ∉ Finset.Icc (-(M : ℤ)) (M : ℤ) := by
      simp only [Finset.mem_Icc]
      omega
    -- the two new plane waves combine to a cosine
    have hpair : Complex.exp ((((M + 1 : ℕ) : ℤ) : ℂ) * (x : ℂ) * Complex.I) +
        Complex.exp (((-((M + 1 : ℕ) : ℤ) : ℤ) : ℂ) * (x : ℂ) * Complex.I) =
        2 * Complex.cos (((M : ℂ) + 1) * (x : ℂ)) := by
      rw [Complex.two_cos]
      congr 2 <;> push_cast <;> ring
    rw [e, Finset.sum_insert h1, Finset.sum_insert h2, ih, ← add_assoc, hpair,
      pointCore_succ]
    push_cast
    ring
```

## (c) The mean density

**Task.** Show that truncation preserves the mean density of one:

$$\int_0^{2\pi}D_M(x)\,dx=2\pi.$$

**Solution.** For $M=0$ the integrand is 1. Each step adds twice the integral

$$\int_0^{2\pi}\cos((M+1)x)\,dx=\frac{\sin(2\pi(M+1))}{M+1}=0.$$

This is `hz` in the proof. Continuity of both parts (`hcont`, `hcos`) allows the integral of the sum to be split.

```lean
/-- The truncated point core integrates to `2π` over the cell, so its mean density is one
at every cutoff. -/
theorem integral_pointCore (M : ℕ) : ∫ x in (0 : ℝ)..(2 * π), pointCore M x = 2 * π := by
  induction M with
  | zero => simp [pointCore]
  | succ M ih =>
    have hcont : Continuous (fun x => pointCore M x) := by
      unfold pointCore
      fun_prop
    have hcos : Continuous (fun x : ℝ => 2 * Real.cos (((M : ℝ) + 1) * x)) := by
      fun_prop
    have hne : (M : ℝ) + 1 ≠ 0 := by positivity
    have hsin : Real.sin (((M : ℝ) + 1) * (2 * π)) = 0 := by
      have h := Real.sin_nat_mul_pi (2 * (M + 1))
      push_cast at h
      convert h using 2
      ring
    -- a full number of periods of the new wave carries no charge
    have hz : ∫ x in (0 : ℝ)..(2 * π), Real.cos (((M : ℝ) + 1) * x) = 0 := by
      rw [intervalIntegral.integral_comp_mul_left Real.cos hne, integral_cos, hsin]
      simp
    simp_rw [pointCore_succ]
    rw [intervalIntegral.integral_add (hcont.intervalIntegrable _ _)
      (hcos.intervalIntegrable _ _), ih, intervalIntegral.integral_const_mul, hz]
    ring
```

## (d) A closed form

**Task.** Show that multiplication by $\sin(x/2)$ collapses the sum to a single wave:

$$D_M(x)\sin\frac x2=\sin\frac{(2M+1)x}{2}.$$

**Solution.** For $M=0$ both sides are $\sin(x/2)$. Suppose the identity holds for $M$. Its right side is $\sin((M+1)x-x/2)$, and by (a) the left side grows by

$$2\cos((M+1)x)\sin\frac x2=\sin\Big((M+1)x+\frac x2\Big)-\sin\Big((M+1)x-\frac x2\Big).$$

Adding the two leaves $\sin((M+1)x+x/2)=\sin((2M+3)x/2)$, which is the identity for $M+1$.

Lean expands both sines by the addition formulas, and `linear_combination ih` does the cancellation. The product form needs no exception where $\sin(x/2)=0$.

```lean
/-- The truncated point core times `sin (x/2)` is the single wave `sin ((2M+1)x/2)`. -/
theorem pointCore_mul_sin (M : ℕ) (x : ℝ) :
    pointCore M x * Real.sin (x / 2) = Real.sin ((2 * (M : ℝ) + 1) * (x / 2)) := by
  induction M with
  | zero => simp [pointCore]
  | succ M ih =>
    have h1 : (2 * ((M + 1 : ℕ) : ℝ) + 1) * (x / 2) = ((M : ℝ) + 1) * x + x / 2 := by
      push_cast
      ring
    have h2 : (2 * (M : ℝ) + 1) * (x / 2) = ((M : ℝ) + 1) * x - x / 2 := by ring
    rw [h2, Real.sin_sub] at ih
    rw [h1, Real.sin_add, pointCore_succ]
    linear_combination ih
```

## (e) The half-angle

**Task.** Let $a_M=3\pi/(4M+2)$. Show that for $M\ge1$

$$0<a_M\le\frac{\pi}{2}.$$

**Solution.** Numerator and denominator are positive, and $4M+2\ge6$ gives $a_M\le3\pi/6$. Lean clears the denominators and leaves the remaining inequality to `nlinarith`.

```lean
/-- For a cutoff `M ≥ 1` the angle `3π/(4M+2)` is positive and at most a right angle. -/
theorem dip_angle {M : ℕ} (hM : 1 ≤ M) :
    0 < 3 * π / (4 * (M : ℝ) + 2) ∧ 3 * π / (4 * (M : ℝ) + 2) ≤ π / 2 := by
  have h : (1 : ℝ) ≤ M := by exact_mod_cast hM
  refine ⟨by positivity, ?_⟩
  rw [div_le_div_iff₀ (by positivity) (by norm_num)]
  nlinarith [mul_nonneg Real.pi_pos.le (sub_nonneg.2 h)]
```

## (f) The negative value

**Task.** Show that for $M\ge1$

$$D_M(x_M)=-\frac{1}{\sin a_M}\le-\frac{4M+2}{3\pi}.$$

**Solution.** Since $x_M/2=a_M$ and $(2M+1)a_M=3\pi/2$, part (d) becomes

$$D_M(x_M)\sin a_M=\sin\frac{3\pi}{2}=-1.$$

By (e) the sine of $a_M$ is positive, so we may divide by it. From $0<\sin a_M\le a_M$ follows $1/\sin a_M\ge1/a_M=(4M+2)/(3\pi)$, and a change of sign gives the bound.

The steps `hhalf` and `hang` are the two angle identities, `hk` is (d) at $x_M$, and `hb` is the inequality between reciprocals. For $M=1$ the position is $\pi$ and the density there is $-1$. At $M=0$ the density is $+1$ and the bound fails. The theorem does not say that $x_M$ is the minimum of $D_M$.

```lean
/-- For a cutoff `M ≥ 1` the truncated point core at `3π/(2M+1)` equals
`-1/sin(3π/(4M+2))`, which is at most `-(4M+2)/(3π)`. -/
theorem pointCore_dip {M : ℕ} (hM : 1 ≤ M) :
    pointCore M (dip M) = -1 / Real.sin (3 * π / (4 * (M : ℝ) + 2)) ∧
      pointCore M (dip M) ≤ -((4 * (M : ℝ) + 2) / (3 * π)) := by
  obtain ⟨h0, h1⟩ := dip_angle hM
  have hs : 0 < Real.sin (3 * π / (4 * (M : ℝ) + 2)) :=
    Real.sin_pos_of_pos_of_lt_pi h0 (by linarith [Real.pi_pos])
  have hhalf : dip M / 2 = 3 * π / (4 * (M : ℝ) + 2) := by
    unfold dip
    rw [div_div]
    congr 1
    ring
  have hang : (2 * (M : ℝ) + 1) * (3 * π / (4 * (M : ℝ) + 2)) = π / 2 + π := by
    rw [← mul_div_assoc, div_eq_iff (by positivity)]
    ring
  -- the numerator wave sits at its minimum
  have hk := pointCore_mul_sin M (dip M)
  rw [hhalf, hang, Real.sin_add_pi, Real.sin_pi_div_two] at hk
  have heq := (eq_div_iff hs.ne').2 hk
  refine ⟨heq, ?_⟩
  -- the sine is at most its argument
  have hb := one_div_le_one_div_of_le hs (Real.sin_le h0.le)
  rw [one_div_div] at hb
  rw [heq, neg_div]
  exact neg_le_neg hb
```

## (g) Raising the cutoff

**Task.** Show that for $M\ge1$

$$D_{M+1}(x_{M+1})<D_M(x_M).$$

**Solution.** The angles satisfy $0<a_{M+1}<a_M\le\pi/2$, where the sine is strictly increasing. Hence $0<\sin a_{M+1}<\sin a_M$, so $-1/\sin a_{M+1}<-1/\sin a_M$, and (f) turns this into the claim. In Lean, `hlt` orders the angles and `hsin` the sines.

The comparison is between two different positions, so it does not describe the density at a fixed $x$.

```lean
/-- From `M ≥ 1` on, each increase of the cutoff by one makes the density at the point
`3π/(2M+1)`, which moves with the cutoff, strictly lower. -/
theorem pointCore_dip_deepens {M : ℕ} (hM : 1 ≤ M) :
    pointCore (M + 1) (dip (M + 1)) < pointCore M (dip M) := by
  have hM' : 1 ≤ M + 1 := by omega
  obtain ⟨h0, h1⟩ := dip_angle hM
  obtain ⟨h0', h1'⟩ := dip_angle hM'
  have hlt : 3 * π / (4 * ((M + 1 : ℕ) : ℝ) + 2) < 3 * π / (4 * (M : ℝ) + 2) :=
    div_lt_div_of_pos_left (by positivity) (by positivity) (by push_cast; linarith)
  have hs' : 0 < Real.sin (3 * π / (4 * ((M + 1 : ℕ) : ℝ) + 2)) :=
    Real.sin_pos_of_pos_of_lt_pi h0' (by linarith [Real.pi_pos])
  have hsin := Real.sin_lt_sin_of_lt_of_le_pi_div_two (by linarith [Real.pi_pos]) h1 hlt
  rw [(pointCore_dip hM').1, (pointCore_dip hM).1, neg_div, neg_div]
  exact neg_lt_neg (one_div_lt_one_div_of_lt hs' hsin)
```

## (h) Adding the valence density

**Task.** Let $n$ be a valence density in the same units, and let $M\ge1$. Show that

$$n(x_M)<\frac{4M+2}{3\pi}\quad\Longrightarrow\quad n(x_M)+D_M(x_M)<0.$$

**Solution.** Add the assumption to the bound in (f), and the right sides cancel. `linarith` does the same.

In the Lean statement `valence` is an arbitrary real function, of which only the value at $x_M$ matters. The hypothesis `hv` ensures that the valence charge is too thin there to fill the dip. It is sufficient but not necessary, because the dip is deeper than the bound in (f): for $M=1$ a valence density of $0.8$ at $x_M$ violates `hv`, yet the sum there is $-0.2$. The exchange-correlation functional itself does not appear. In a calculation it is usually evaluated on a grid, and whether it meets the negative values depends on that grid. At the $2M+1$ points $2\pi j/(2M+1)$ with $j=0,\dots,2M$, part (d) gives $D_M=0$ everywhere except at the origin, and $x_M$ lies halfway between two of these points.

```lean
/-- For a cutoff `M ≥ 1`, if the valence density at `3π/(2M+1)` is below `(4M+2)/(3π)`, the
sum of valence density and truncated point core is negative there. -/
theorem total_density_neg {M : ℕ} (hM : 1 ≤ M) (valence : ℝ → ℝ)
    (hv : valence (dip M) < (4 * (M : ℝ) + 2) / (3 * π)) :
    valence (dip M) + pointCore M (dip M) < 0 := by
  linarith [(pointCore_dip hM).2]

end

end TruncatedPartialCore
```

```lean
#print axioms TruncatedPartialCore.truncatedCore_dirac
-- 'TruncatedPartialCore.truncatedCore_dirac' depends on axioms: [propext, Classical.choice, Quot.sound]
#print axioms TruncatedPartialCore.integral_pointCore
-- 'TruncatedPartialCore.integral_pointCore' depends on axioms: [propext, Classical.choice, Quot.sound]
#print axioms TruncatedPartialCore.pointCore_dip_deepens
-- 'TruncatedPartialCore.pointCore_dip_deepens' depends on axioms: [propext, Classical.choice, Quot.sound]
#print axioms TruncatedPartialCore.total_density_neg
-- 'TruncatedPartialCore.total_density_neg' depends on axioms: [propext, Classical.choice, Quot.sound]
```
